# Rotating and counter-rotating terms together give the dipole–field coupling of two atoms to one mode

Two two-level atoms, with no direct interaction between them, couple to a single mode truncated at `N` photons, and the zero-point energy is left out. The full Hamiltonian is defined as the free energy plus the rotating-wave terms and the counter-rotating terms, with a complex coupling g_j for each atom. The theorem states that, as finite matrices, this equals the free energy plus the sum over the atoms of (σ_j + σ_j†)(g_j a + g_j* a†), the product of atomic dipole and field. The attempt first shows that atomic lowering operators commute with a and a†, then cancels the free energy and compares the coupling terms atom by atom, expanding the products and leaving the rearrangement to `abel`.

As first written in Lean, the proof fails:

```lean
import Mathlib

open Matrix
open scoped Kronecker ComplexOrder

namespace FullEqDipoleCoupling

noncomputable section

/-- Basis labels: the levels of the two atoms (0 ground, 1 excited) and a photon number up to `N`. -/
abbrev Config (N : ℕ) := Fin 2 × Fin 2 × Fin (N + 1)

/-- The lowering matrix of a single two-level atom. -/
def lower : Matrix (Fin 2) (Fin 2) ℂ := !![0, 1; 0, 0]

/-- The annihilation matrix of a mode truncated at `N` photons. -/
def annihilator (N : ℕ) : Matrix (Fin (N + 1)) (Fin (N + 1)) ℂ :=
  Matrix.of fun m n => if (m : ℕ) + 1 = (n : ℕ) then ((Real.sqrt (n : ℕ) : ℝ) : ℂ) else 0

/-- The lowering operator of atom `j` on the joint space of atoms and mode. -/
def σ (N : ℕ) (j : Fin 2) : Matrix (Config N) (Config N) ℂ :=
  if j = 0 then
    lower ⊗ₖ ((1 : Matrix (Fin 2) (Fin 2) ℂ) ⊗ₖ (1 : Matrix (Fin (N + 1)) (Fin (N + 1)) ℂ))
  else
    (1 : Matrix (Fin 2) (Fin 2) ℂ) ⊗ₖ (lower ⊗ₖ (1 : Matrix (Fin (N + 1)) (Fin (N + 1)) ℂ))

/-- The photon annihilation operator on the joint space of atoms and mode. -/
def a (N : ℕ) : Matrix (Config N) (Config N) ℂ :=
  (1 : Matrix (Fin 2) (Fin 2) ℂ) ⊗ₖ ((1 : Matrix (Fin 2) (Fin 2) ℂ) ⊗ₖ annihilator N)

/-- The energy of the uncoupled atoms and mode, without zero-point energy. -/
def free (N : ℕ) (ω : ℝ) (ε : Fin 2 → ℝ) : Matrix (Config N) (Config N) ℂ :=
  (ω : ℂ) • ((a N)ᴴ * a N) + ∑ j, (ε j : ℂ) • ((σ N j)ᴴ * σ N j)

/-- The rotating-wave Hamiltonian: an atom is excited by absorbing a photon, and conversely. -/
def rotatingWave (N : ℕ) (ω : ℝ) (ε : Fin 2 → ℝ) (g : Fin 2 → ℂ) :
    Matrix (Config N) (Config N) ℂ :=
  free N ω ε + ∑ j, (g j • ((σ N j)ᴴ * a N) + star (g j) • ((a N)ᴴ * σ N j))

/-- The rotating-wave Hamiltonian plus the counter-rotating terms, which create or remove
an atomic excitation and a photon together. -/
def full (N : ℕ) (ω : ℝ) (ε : Fin 2 → ℝ) (g : Fin 2 → ℂ) : Matrix (Config N) (Config N) ℂ :=
  rotatingWave N ω ε g +
    ∑ j, (star (g j) • ((σ N j)ᴴ * (a N)ᴴ) + g j • (a N * σ N j))

/-- The full Hamiltonian is the free energy plus the product of each atomic dipole
with the field of the mode. -/
theorem full_eq_dipole_coupling (N : ℕ) (ω : ℝ) (ε : Fin 2 → ℝ) (g : Fin 2 → ℂ) :
    full N ω ε g = free N ω ε +
      ∑ j, (σ N j + (σ N j)ᴴ) * (g j • a N + star (g j) • (a N)ᴴ) := by
  -- atomic and field operators commute
  have h1 : ∀ j, a N * σ N j = σ N j * a N := by
    intro j
    fin_cases j <;> simp [σ, a, ← Matrix.mul_kronecker_mul]
  have h2 : ∀ j, (a N)ᴴ * σ N j = σ N j * (a N)ᴴ := by
    intro j
    fin_cases j <;> simp [σ, a, Matrix.conjTranspose_kronecker, ← Matrix.mul_kronecker_mul]
  unfold full rotatingWave
  rw [add_assoc, ← Finset.sum_add_distrib]
  congr 1
  refine Finset.sum_congr rfl fun j _ => ?_
  rw [h1, h2]
  simp only [add_mul, mul_add, mul_smul_comm]
  abel

end

end FullEqDipoleCoupling
```

The error:

```
Try this:
  [apply] abel_nf
Main.lean:50:69: error: unsolved goals
case e_a
N : ℕ
ω : ℝ
ε : Fin 2 → ℝ
g : Fin 2 → ℂ
h1 : ∀ (j : Fin 2), a N * σ N j = σ N j * a N
h2 : ∀ (j : Fin 2), (a N)ᴴ * σ N j = σ N j * (a N)ᴴ
j : Fin 2
x✝ : j ∈ Finset.univ
⊢ g j • ((σ N j)ᴴ * a N) + (star (g j) • (σ N j * (a N)ᴴ) + (star (g j) • ((σ N j)ᴴ * (a N)ᴴ) + g j • (σ N j * a N))) =
    g j • (σ N j * a N + (σ N j)ᴴ * a N) + star (g j) • (σ N j * (a N)ᴴ + (σ N j)ᴴ * (a N)ᴴ)
```

Cause. The error reports that the comparison for a single atom `j` is still open after `abel`. The suggestion of `abel_nf` comes from `abel` failing to close the goal, and offers only its normalising form.

In the goal shown, the left side has four separate scaled products, while the right side has two scalars each standing before a sum, such as `g j • (σ N j * a N + (σ N j)ᴴ * a N)`. The `simp only` call had expanded the matrix products and moved the scalars outside by `mul_smul_comm`, but it had no rule for distributing a scalar over a sum. `abel` rearranges sums in a commutative additive group; it does not distribute a complex scalar such as `g j` over a sum, so the two sides did not match.

Adding `smul_add` to the `simp only` list supplies that rule. The right side then splits into the same four terms as the left, and `abel` has only to reorder them.

After these edits no error is left:

```diff
@@ -61,5 +61,5 @@
   refine Finset.sum_congr rfl fun j _ => ?_
   rw [h1, h2]
-  simp only [add_mul, mul_add, mul_smul_comm]
+  simp only [add_mul, mul_add, mul_smul_comm, smul_add]
   abel
 
```
